# The quasi-harmonic entropy of one coordinate is an upper bound, attained by Gaussian densities

## From a sampled variance to an entropy

In the simplest classical quasi-harmonic estimate, for a single coordinate, one takes the variance $s^2$ of that coordinate from a simulation and inserts it into

$$S_{\mathrm{qh}}=\tfrac12\ln(2\pi e\,s^2),$$

with entropies in units of Boltzmann's constant and the coordinate expressed as a number in a fixed length unit. This treats the coordinate as if its distribution were Gaussian. When $s^2$ is the exact variance, the error of the formula has a known sign: it can overestimate the configurational entropy, never underestimate it.

For a single classical coordinate whose exact variance and mean potential energy are known, replacing the true entropy by $S_{\mathrm{qh}}$ therefore gives a configurational free energy that is too low or exact. A variance estimated from a finite trajectory has its own sampling error, which the bound does not control.

## The bound and the densities it covers

Let $p$ be a probability density on the real line with finite second moment, and define

$$\mu=\int x\,p\,dx,\qquad s^2=\int (x-\mu)^2p\,dx,\qquad S=-\int p\ln p\,dx .$$

If $p\ln p$ is integrable, then $S\le\tfrac12\ln(2\pi e\,s^2)$. Equality holds exactly when $p$ agrees almost everywhere with the Gaussian of mean $\mu$ and variance $s^2$.

In Lean, a density is a function `p : ℝ → ℝ` satisfying `IsDensity p`: it is non-negative at every point, integrable with integral one, and $x^2p$ is integrable. Measurability up to null sets is part of `Integrable`. The definitions `mean`, `variance` and `entropy` are the three integrals above, `gauss m v` is the normal density with centre $m$ and variance $v$, and `quasiHarmonic v` is $\tfrac12\ln(2\pi e v)$.

Three theorems carry the result:

- `entropy_le_quasiHarmonic` is the inequality.
- `entropy_eq_iff_gaussian` is the equality case, with `=ᵐ[volume]` meaning equality almost everywhere.
- `entropy_gauss` says that every Gaussian with $v>0$ has $p\ln p$ integrable and attains the bound.

Positivity of $s^2$ is derived from `IsDensity`. Integrability of $p\ln p$ is assumed, as `hlog`. For a Boltzmann density $p=e^{-\beta V}/Z$ we have $\ln p=-\beta V-\ln Z$, so the assumption says that the mean potential energy is finite.

The theorems concern one coordinate. They do not treat covariance matrices, momenta or quantum corrections, and they give no numerical bound on the overestimate.

## Comparing a density with its matched Gaussian

**Moments.** Since $|x|\le 1+x^2$, the function $xp$ is integrable, and so is

$$(x-c)^2p=x^2p-2c\,xp+c^2p$$

for every $c$. If $s^2$ were zero, the non-negative function $(x-\mu)^2p$ would vanish almost everywhere. Then $p$ would vanish almost everywhere, because the single point $\mu$ has length zero, and its integral could not be one. Hence $s^2>0$.

**A pointwise inequality.** For $a\ge0$ and $b>0$ let

$$G(a,b)=b-a-a\ln b+a\ln a,\qquad 0\ln0=0 .$$

If $a=b$, then $G=0$. If $a=0$, then $G=b>0$. If $a>0$ and $a\ne b$, the strict inequality $\ln t<t-1$ for $t=b/a\neq1$, multiplied by $a$, gives $a\ln b-a\ln a<b-a$, which is $G>0$. So $G\ge0$, with equality only for $a=b$.

**The average of the Gaussian's logarithm.** Let $g$ be the Gaussian with mean $\mu$ and variance $s^2$. Then

$$\ln g(x)=-\tfrac12\ln(2\pi s^2)-\frac{(x-\mu)^2}{2s^2}.$$

Averaging over $p$ uses only its normalisation and variance:

$$\int p\ln g\,dx=-\tfrac12\ln(2\pi s^2)-\tfrac12=-\tfrac12\ln(2\pi e\,s^2).$$

**Integration.** Both densities have integral one, so

$$0\le\int G(p,g)\,dx=1-1+\tfrac12\ln(2\pi e\,s^2)-S .$$

This is the bound. Equality means that a non-negative function has integral zero, hence that $G(p,g)=0$ almost everywhere, hence that $p=g$ almost everywhere.

**Gaussians attain it.** Substitute $x=m+\sqrt v\,u$ in the normal density. From $\int e^{-u^2/2}du=\sqrt{2\pi}$, the oddness of $u\,e^{-u^2/2}$, and $\int u^2e^{-u^2/2}du=\sqrt{2\pi}$ (by parts), its integral is one, its mean $m$ and its variance $v$. It is therefore its own matched Gaussian, and the average just computed gives $S=\tfrac12\ln(2\pi e v)$.

## The bound in Lean

```lean
import Mathlib

open MeasureTheory Real

namespace QuasiHarmonicEntropy

noncomputable section

/-- A probability density on the line with finite second moment. -/
structure IsDensity (p : ℝ → ℝ) : Prop where
  nonneg : ∀ x, 0 ≤ p x
  integrable : Integrable p
  integral_eq_one : ∫ x, p x = 1
  integrable_sq : Integrable fun x => x ^ 2 * p x

/-- The mean position in the density `p`. -/
def mean (p : ℝ → ℝ) : ℝ := ∫ x, x * p x

/-- The mean square fluctuation about the mean position. -/
def variance (p : ℝ → ℝ) : ℝ := ∫ x, (x - mean p) ^ 2 * p x

/-- The configurational entropy `-∫ p ln p`, in units of Boltzmann's constant. -/
def entropy (p : ℝ → ℝ) : ℝ := -∫ x, p x * Real.log (p x)

/-- The Gaussian density with centre `m` and variance `v`. -/
def gauss (m v x : ℝ) : ℝ := (√(2 * π * v))⁻¹ * Real.exp (-(x - m) ^ 2 / (2 * v))

/-- The quasi-harmonic entropy `(1/2) ln (2 π e v)` of a coordinate with variance `v`. -/
def quasiHarmonic (v : ℝ) : ℝ := 1 / 2 * Real.log (2 * π * Real.exp 1 * v)

/-- The Gibbs gap `b - a - a ln b + a ln a` between two density values. -/
def gibbsGap (a b : ℝ) : ℝ := b - a - a * Real.log b + a * Real.log a

/-- The mean square displacement from any reference point `c` is finite. -/
theorem IsDensity.integrable_centered {p : ℝ → ℝ} (h : IsDensity p) (c : ℝ) :
    Integrable fun x => (x - c) ^ 2 * p x := by
  -- the first moment is dominated by the zeroth and second
  have h1 : Integrable fun x => x * p x := by
    refine (h.integrable.add h.integrable_sq).mono'
      (continuous_id.aestronglyMeasurable.mul h.integrable.1) (ae_of_all _ fun x => ?_)
    have hx : |x| ≤ 1 + x ^ 2 := by
      nlinarith [sq_nonneg (|x| - 1), sq_abs x, abs_nonneg x]
    have hp := h.nonneg x
    show ‖x * p x‖ ≤ p x + x ^ 2 * p x
    rw [Real.norm_eq_abs, abs_mul, abs_of_nonneg hp]
    nlinarith [mul_le_mul_of_nonneg_right hx hp]
  refine ((h.integrable_sq.sub (h1.const_mul (2 * c))).add
    (h.integrable.const_mul (c ^ 2))).congr (ae_of_all _ fun x => ?_)
  show x ^ 2 * p x - 2 * c * (x * p x) + c ^ 2 * p x = (x - c) ^ 2 * p x
  ring

/-- The variance of a probability density with finite second moment is strictly positive. -/
theorem variance_pos {p : ℝ → ℝ} (h : IsDensity p) : 0 < variance p := by
  have h0 : ∀ x, 0 ≤ (x - mean p) ^ 2 * p x :=
    fun x => mul_nonneg (sq_nonneg _) (h.nonneg x)
  unfold variance
  refine lt_of_le_of_ne (integral_nonneg h0) fun he => ?_
  have hz := (integral_eq_zero_iff_of_nonneg h0 (h.integrable_centered _)).1 he.symm
  have hne : ∀ᵐ x : ℝ, x ≠ mean p := by simp [ae_iff]
  -- with zero variance the density would vanish away from a single point
  have hp : p =ᵐ[volume] 0 := by
    filter_upwards [hz, hne] with x hx hxm
    have hx' : (x - mean p) ^ 2 * p x = 0 := hx
    exact (mul_eq_zero.1 hx').resolve_left (pow_ne_zero 2 (sub_ne_zero.2 hxm))
  have h1 := h.integral_eq_one
  rw [integral_congr_ae hp] at h1
  simp at h1

/-- For `a ≥ 0` and `b > 0` the Gibbs gap is non-negative, and it vanishes exactly when `a = b`. -/
theorem gibbs_gap {a b : ℝ} (ha : 0 ≤ a) (hb : 0 < b) :
    0 ≤ gibbsGap a b ∧ (gibbsGap a b = 0 ↔ a = b) := by
  by_cases hab : a = b
  · have h0 : gibbsGap a b = 0 := by
      unfold gibbsGap
      rw [hab]
      ring
    exact ⟨h0.ge, fun _ => hab, fun _ => h0⟩
  · have hpos : 0 < gibbsGap a b := by
      unfold gibbsGap
      rcases ha.eq_or_lt with rfl | ha'
      · simpa using hb
      · have h := Real.log_lt_sub_one_of_pos (div_pos hb ha')
          (fun h => hab ((div_eq_one_iff_eq ha'.ne').1 h).symm)
        rw [Real.log_div hb.ne' ha'.ne'] at h
        have h2 := mul_lt_mul_of_pos_left h ha'
        have h3 : a * (b / a - 1) = b - a := by field_simp
        rw [h3] at h2
        linarith
    exact ⟨hpos.le, fun h => absurd h hpos.ne', fun h => absurd h hab⟩

/-- A Gaussian density of positive variance is positive everywhere. -/
theorem gauss_pos (m : ℝ) {v : ℝ} (hv : 0 < v) (x : ℝ) : 0 < gauss m v x := by
  unfold gauss
  positivity

/-- For `v > 0` the Gaussian `gauss m v` is a probability density with finite second moment, mean
`m` and variance `v`. -/
theorem gauss_moments (m : ℝ) {v : ℝ} (hv : 0 < v) :
    IsDensity (gauss m v) ∧ mean (gauss m v) = m ∧ variance (gauss m v) = v := by
  -- averages over the explicit density are averages over Mathlib's Gaussian measure
  have havg : ∀ f : ℝ → ℝ, ∫ x, f x * gauss m v x =
      ∫ x, f x ∂(ProbabilityTheory.gaussianReal m v.toNNReal) := by
    intro f
    rw [ProbabilityTheory.integral_gaussianReal_eq_integral_smul (Real.toNNReal_pos.2 hv).ne']
    refine integral_congr_ae (ae_of_all _ fun x => ?_)
    simp only [gauss, ProbabilityTheory.gaussianPDFReal, Real.coe_toNNReal v hv.le, smul_eq_mul]
    ring
  have h1 : ∫ x, gauss m v x = 1 := by simpa using havg (fun _ => 1)
  have hm : mean (gauss m v) = m :=
    (havg fun x => x).trans ProbabilityTheory.integral_id_gaussianReal
  have h2 : ∫ x, (x - m) ^ 2 * gauss m v x = v := by
    rw [havg fun x => (x - m) ^ 2]
    have h := ProbabilityTheory.variance_eq_integral
      (μ := ProbabilityTheory.gaussianReal m v.toNNReal) (X := fun x => x)
      measurable_id.aemeasurable
    rw [ProbabilityTheory.variance_fun_id_gaussianReal] at h
    simp only [ProbabilityTheory.integral_id_gaussianReal, Real.coe_toNNReal v hv.le] at h
    exact h.symm
  -- a non-zero integral can only come from an integrable function
  have i1 : Integrable (gauss m v) := by
    by_contra hn
    exact zero_ne_one ((integral_undef hn).symm.trans h1)
  have i2 : Integrable fun x => (x - m) ^ 2 * gauss m v x := by
    by_contra hn
    exact hv.ne ((integral_undef hn).symm.trans h2)
  refine ⟨⟨fun x => (gauss_pos m hv x).le, i1, h1, ?_⟩, hm, by rw [variance, hm, h2]⟩
  have hc : Continuous fun x => x ^ 2 * gauss m v x := by
    unfold gauss
    fun_prop
  refine ((i2.const_mul 2).add (i1.const_mul (2 * m ^ 2))).mono'
    hc.aestronglyMeasurable (ae_of_all _ fun x => ?_)
  have hg := (gauss_pos m hv x).le
  show ‖x ^ 2 * gauss m v x‖ ≤ 2 * ((x - m) ^ 2 * gauss m v x) + 2 * m ^ 2 * gauss m v x
  rw [Real.norm_eq_abs, abs_of_nonneg (mul_nonneg (sq_nonneg x) hg)]
  nlinarith [mul_nonneg (sq_nonneg (x - 2 * m)) hg]

/-- The average of `ln g` over `p`, with `g` the Gaussian of the same mean and variance, is
finite and equals minus the quasi-harmonic entropy. -/
theorem cross_entropy {p : ℝ → ℝ} (h : IsDensity p) :
    Integrable (fun x => p x * Real.log (gauss (mean p) (variance p) x)) ∧
      ∫ x, p x * Real.log (gauss (mean p) (variance p) x) = -quasiHarmonic (variance p) := by
  have hv := variance_pos h
  have hd : ∫ x, (x - mean p) ^ 2 * p x = variance p := rfl
  have i2 := h.integrable_centered (mean p)
  generalize variance p = v at hv hd ⊢
  have hpos : 0 < 2 * π * v := by positivity
  -- the logarithm of a Gaussian is quadratic in the coordinate
  have hf : (fun x => p x * Real.log (gauss (mean p) v x)) = fun x =>
      -(1 / 2) * Real.log (2 * π * v) * p x - 1 / (2 * v) * ((x - mean p) ^ 2 * p x) := by
    funext x
    rw [gauss, Real.log_mul (by positivity) (Real.exp_ne_zero _), Real.log_inv,
      Real.log_sqrt hpos.le, Real.log_exp]
    ring
  rw [hf]
  refine ⟨(h.integrable.const_mul _).sub (i2.const_mul _), ?_⟩
  rw [integral_sub (h.integrable.const_mul _) (i2.const_mul _), integral_const_mul,
    integral_const_mul, h.integral_eq_one, hd, quasiHarmonic,
    show 2 * π * Real.exp 1 * v = 2 * π * v * Real.exp 1 by ring,
    Real.log_mul hpos.ne' (Real.exp_ne_zero _), Real.log_exp]
  have hc : 1 / (2 * v) * v = 1 / 2 := by field_simp
  linear_combination -hc

/-- If `p ln p` is integrable, so is the Gibbs gap between `p` and the Gaussian of the same mean and
variance, and its integral is the quasi-harmonic entropy minus the entropy of `p`. -/
theorem integral_gap {p : ℝ → ℝ} (h : IsDensity p)
    (hlog : Integrable fun x => p x * Real.log (p x)) :
    Integrable (fun x => gibbsGap (p x) (gauss (mean p) (variance p) x)) ∧
      ∫ x, gibbsGap (p x) (gauss (mean p) (variance p) x)
        = quasiHarmonic (variance p) - entropy p := by
  obtain ⟨hc, hci⟩ := cross_entropy h
  have hG := (gauss_moments (mean p) (variance_pos h)).1
  have i1 : Integrable fun x => gauss (mean p) (variance p) x - p x :=
    hG.integrable.sub h.integrable
  have i2 : Integrable fun x => gauss (mean p) (variance p) x - p x
      - p x * Real.log (gauss (mean p) (variance p) x) := i1.sub hc
  unfold gibbsGap
  refine ⟨i2.add hlog, ?_⟩
  rw [integral_add i2 hlog, integral_sub i1 hc, integral_sub hG.integrable h.integrable,
    hG.integral_eq_one, h.integral_eq_one, hci, entropy]
  ring

/-- Quasi-harmonic bound: if `p ln p` is integrable, the entropy of a density `p` with variance `s²`
is at most `(1/2) ln (2 π e s²)`. -/
theorem entropy_le_quasiHarmonic {p : ℝ → ℝ} (h : IsDensity p)
    (hlog : Integrable fun x => p x * Real.log (p x)) :
    entropy p ≤ 1 / 2 * Real.log (2 * π * Real.exp 1 * variance p) := by
  have h0 : 0 ≤ quasiHarmonic (variance p) - entropy p := by
    rw [← (integral_gap h hlog).2]
    exact integral_nonneg fun x =>
      (gibbs_gap (h.nonneg x) (gauss_pos (mean p) (variance_pos h) x)).1
  rw [quasiHarmonic] at h0
  linarith

/-- If `p ln p` is integrable, the bound is an equality exactly when `p` is, almost everywhere, the
Gaussian with the same mean and variance. -/
theorem entropy_eq_iff_gaussian {p : ℝ → ℝ} (h : IsDensity p)
    (hlog : Integrable fun x => p x * Real.log (p x)) :
    entropy p = 1 / 2 * Real.log (2 * π * Real.exp 1 * variance p) ↔
      p =ᵐ[volume] gauss (mean p) (variance p) := by
  obtain ⟨hi, he⟩ := integral_gap h hlog
  have hg := fun x => gibbs_gap (h.nonneg x) (gauss_pos (mean p) (variance_pos h) x)
  have h0 : ∀ x, 0 ≤ gibbsGap (p x) (gauss (mean p) (variance p) x) := fun x => (hg x).1
  have hz := integral_eq_zero_iff_of_nonneg h0 hi
  rw [he, quasiHarmonic] at hz
  constructor
  · intro hS
    filter_upwards [hz.1 (by linarith)] with x hx
    exact (hg x).2.1 hx
  · intro hp
    have h1 := hz.2 (by
      filter_upwards [hp] with x hx
      exact (hg x).2.2 hx)
    linarith

/-- Every Gaussian density of variance `v > 0` has `p ln p` integrable and entropy
`(1/2) ln (2 π e v)`. -/
theorem entropy_gauss (m : ℝ) {v : ℝ} (hv : 0 < v) :
    Integrable (fun x => gauss m v x * Real.log (gauss m v x)) ∧
      entropy (gauss m v) = 1 / 2 * Real.log (2 * π * Real.exp 1 * v) := by
  obtain ⟨hd, hm, hs⟩ := gauss_moments m hv
  have hc := cross_entropy hd
  rw [hm, hs] at hc
  exact ⟨hc.1, by rw [entropy, hc.2, neg_neg, quasiHarmonic]⟩

end

end QuasiHarmonicEntropy
```

```lean
#print axioms QuasiHarmonicEntropy.entropy_le_quasiHarmonic
#print axioms QuasiHarmonicEntropy.entropy_eq_iff_gaussian
#print axioms QuasiHarmonicEntropy.entropy_gauss
```

```
'QuasiHarmonicEntropy.entropy_le_quasiHarmonic' depends on axioms: [propext, Classical.choice, Quot.sound]
'QuasiHarmonicEntropy.entropy_eq_iff_gaussian' depends on axioms: [propext, Classical.choice, Quot.sound]
'QuasiHarmonicEntropy.entropy_gauss' depends on axioms: [propext, Classical.choice, Quot.sound]
```

## How the lemmas follow the calculation

`IsDensity.integrable_centered` and `variance_pos` are the moment step. The first bounds $|xp|$ by $p+x^2p$ through `mono'`; the second turns a zero integral into a function that is zero almost everywhere.

`gibbs_gap` is the pointwise inequality, with the same three cases and `Real.log_lt_sub_one_of_pos` as the strict logarithm bound. `gauss_pos` supplies the condition $b>0$.

`gauss_moments` takes the Gaussian integrals from Mathlib's `gaussianReal` instead of substituting. Because Mathlib gives a non-integrable function the integral zero, the non-zero values $1$ and $v$ also prove integrability. The bound $x^2\le2(x-m)^2+2m^2$ then yields the uncentred second moment.

`cross_entropy` expands $\ln g$ and integrates term by term. It first replaces `variance p` by a variable `v` with `generalize`, so that the algebra handles a plain positive number.

`integral_gap` splits the integral of $G(p,g)$ into its four terms, which is where `hlog` is needed. The inequality follows from `integral_nonneg`, and the equality case from `integral_eq_zero_iff_of_nonneg` combined pointwise with `gibbs_gap`. Finally, `entropy_gauss` applies `cross_entropy` to the Gaussian itself and rewrites its mean and variance as $m$ and $v$.
